# The Stevens factors −2/35 and 2/315 of Ce³⁺ from f-orbital densities

The single 4f electron of Ce³⁺ is represented here by its probability density in t = cos θ, and each axial Stevens operator by its diagonal value in a state of definite M. The comparison therefore concerns diagonal elements within one J multiplet. Off-diagonal elements, non-axial operators and mixing between multiplets are not treated.

Write X = J(J+1). The diagonal values are

    O₂⁰ = 3M² − X
    O₄⁰ = 35M⁴ − (30X − 25)M² + 3X² − 6X
    O₆⁰ = 231M⁶ − (315X − 735)M⁴ + (105X² − 525X + 294)M² − 5X³ + 40X² − 60X

For every M of J = 5/2, the ground multiplet of Ce³⁺, and with Pₖ the Legendre polynomials, the claim is

    ⟨2P₂⟩ = −2/35 O₂⁰,  ⟨8P₄⟩ = 2/315 O₄⁰,  ⟨16P₆⟩ = 0

At J = 5/2 the rank-six value is 231(M² − 1/4)(M² − 9/4)(M² − 25/4), which vanishes for every allowed M. The sixth-rank factor is thus zero by convention.

## Spin–orbit weights and orbital means by hand

At fixed M, the orbital m = M − 1/2 with spin up couples to m + 1 with spin down. Let v₀ and v₁ be their real amplitudes and s = √(49/4 − M²). For J = 5/2, L·S has eigenvalue −2, so

    (7/2 + M)v₀ + s v₁ = 0
    s v₀ + (7/2 − M)v₁ = 0

Multiply the first equation by v₀ and the second by v₁, then subtract. The coupling s disappears:

    (7/2 + M)v₀² = (7/2 − M)v₁²

With v₀² + v₁² = 1 this gives v₀² = (7/2 − M)/7 and v₁² = (7/2 + M)/7. For J = 7/2 the eigenvalue is 3/2, and the same steps exchange the two weights. Opposite spins are orthogonal, so a function of t alone has no cross term and its mean is the weighted sum of two orbital means.

Up to constant factors, and with d the derivative with respect to t, the orbital densities (1 − t²)^|m| (d^|m| P₃)² are

    |m| = 0:  9t² − 30t⁴ + 25t⁶
    |m| = 1:  1 − 11t² + 35t⁴ − 25t⁶
    |m| = 2:  t² − 2t⁴ + t⁶
    |m| = 3:  1 − 3t² + 3t⁴ − t⁶

Integrating with ∫t²ᵏ dt = 2/(2k+1) over [−1, 1], and dividing by the norm, gives ⟨t²⟩, ⟨t⁴⟩, ⟨t⁶⟩:

    |m| = 0:  23/45, 13/33, 49/143
    |m| = 1:  7/15, 53/165, 101/429
    |m| = 2:  1/3, 5/33, 35/429
    |m| = 3:  1/9, 1/33, 5/429

Now insert these in

    2P₂ = 3t² − 1
    8P₄ = 35t⁴ − 30t² + 3
    16P₆ = 231t⁶ − 315t⁴ + 105t² − 5

The means of 2P₂, 8P₄, 16P₆ are

    |m| = 0:  8/15, 16/11, 1600/429
    |m| = 1:  2/5, 8/33, −400/143
    |m| = 2:  0, −56/33, 160/143
    |m| = 3:  −2/3, 8/11, −80/429

They equal −2/45, 2/495 and −4/3861 times the Stevens values at J = 3, M = m.

Take M = 1/2 in J = 5/2. The weights are 3/7 for m = 0 and 4/7 for m = 1:

    ⟨2P₂⟩ = (3/7)(8/15) + (4/7)(2/5) = 16/35 = −2/35 · (−8)
    ⟨8P₄⟩ = (3/7)(16/11) + (4/7)(8/33) = 16/21 = 2/315 · 120
    ⟨16P₆⟩ = (3/7)(1600/429) − (4/7)(400/143) = 0

The other states follow in the same way; M and −M give equal means:

    M = 3/2:  4/35, −8/7, 0  with O₂⁰ = −2, O₄⁰ = −180
    M = 5/2:  −4/7, 8/21, 0  with O₂⁰ = 10, O₄⁰ = 60

For J = 7/2 the exchanged weights give

    M = 1/2:  10/21, 72/77, 400/429
    M = 3/2:  2/7, −24/77, −240/143
    M = 5/2:  −2/21, −104/77, 400/429
    M = 7/2:  −2/3, 8/11, −80/429

Division by the Stevens values gives the factors −2/63, 2/1155 and −4/27027.

In a crystal-field calculation for Ce³⁺ restricted to the J = 5/2 multiplet, an axial term A₂⟨r²⟩(3cos²θ − 1) in the electron's potential energy becomes −2/35 A₂⟨r²⟩ O₂⁰. Both forms conserve M, so agreement of the diagonal elements is enough. Here A₂ is the coefficient of this energy term, with the electron's charge included, and ⟨r²⟩ is the radial mean of r². Code can store the factor and build the diagonal matrix from M; for M = 1/2 the entry is 16/35 A₂⟨r²⟩.

## Densities, multiplet means and Stevens values in Lean

The development uses real polynomials and real integrals.

```lean
import Mathlib

open Polynomial Matrix

namespace StevensFactorsCerium

noncomputable section
```

Bonnet's recursion generates the Legendre polynomials. In the code, `X` is the polynomial variable, not J(J+1).

```lean
/-- Legendre polynomials, generated by Bonnet's recursion. -/
def legendreP : ℕ → ℝ[X]
  | 0 => 1
  | 1 => X
  | n + 2 => C (1 / ((n : ℝ) + 2)) *
      (C (2 * (n : ℝ) + 3) * X * legendreP (n + 1) - C ((n : ℝ) + 1) * legendreP n)
```

The exponent and the number of derivatives are both `m.natAbs`, the absolute value of the integer `m`.

```lean
/-- Unnormalised polar density of the f orbital `m`, as a function of `t = cos θ`. -/
def rawDensity (m : ℤ) (t : ℝ) : ℝ :=
  (1 - t ^ 2) ^ m.natAbs * ((derivative^[m.natAbs] (legendreP 3)).eval t) ^ 2
```

Dividing by the integral fixes the normalisation, so no prefactor of the spherical harmonics is needed.

```lean
/-- Polar density of the f orbital `m`, divided by its integral over `[-1, 1]`. -/
def density (m : ℤ) (t : ℝ) : ℝ :=
  rawDensity m t / ∫ s in (-1 : ℝ)..1, rawDensity m s

/-- Mean of a function of `cos θ` in the f orbital `m`. -/
def orbitalMean (m : ℤ) (f : ℝ → ℝ) : ℝ := ∫ t in (-1 : ℝ)..1, f t * density m t
```

The integer `m` labels the whole pair: `totalM m` is M = m + 1/2.

```lean
/-- Total magnetic quantum number `M` shared by orbital `m` with spin up and `m + 1` with
spin down. -/
def totalM (m : ℤ) : ℝ := (m : ℝ) + 1 / 2
```

The two multiplet means contain the weights by definition. The eigenvector theorems further on supply their physical origin.

```lean
/-- Mean in the state `M = m + 1/2` of the multiplet `J = 5/2` of one f electron. -/
def meanFiveHalves (m : ℤ) (f : ℝ → ℝ) : ℝ :=
  (7 / 2 - totalM m) / 7 * orbitalMean m f + (7 / 2 + totalM m) / 7 * orbitalMean (m + 1) f

/-- Mean in the state `M = m + 1/2` of the multiplet `J = 7/2` of one f electron. -/
def meanSevenHalves (m : ℤ) (f : ℝ → ℝ) : ℝ :=
  (7 / 2 + totalM m) / 7 * orbitalMean m f + (7 / 2 - totalM m) / 7 * orbitalMean (m + 1) f
```

The Stevens operators enter as functions of real J and M, in units of ħ.

```lean
/-- Diagonal value of the Stevens operator of rank two. -/
def O20 (J M : ℝ) : ℝ := 3 * M ^ 2 - J * (J + 1)

/-- Diagonal value of the axial Stevens operator of rank four. -/
def O40 (J M : ℝ) : ℝ :=
  35 * M ^ 4 - (30 * (J * (J + 1)) - 25) * M ^ 2 + 3 * (J * (J + 1)) ^ 2 - 6 * (J * (J + 1))

/-- Diagonal value of the axial Stevens operator of rank six. -/
def O60 (J M : ℝ) : ℝ :=
  231 * M ^ 6 - (315 * (J * (J + 1)) - 735) * M ^ 4
    + (105 * (J * (J + 1)) ^ 2 - 525 * (J * (J + 1)) + 294) * M ^ 2
    - 5 * (J * (J + 1)) ^ 3 + 40 * (J * (J + 1)) ^ 2 - 60 * (J * (J + 1))
```

## Eigenvectors that fix the weights

The matrix of L·S is entered with its known elements for l = 3 and spin 1/2. In the prose, s still stands for √(49/4 − M²).

```lean
/-- For `M = -5/2, …, 5/2`, the block of `L·S` for `l = 3` at fixed `M`, in the basis (`M - 1/2`,
up), (`M + 1/2`, down). -/
def spinOrbit (M : ℝ) : Matrix (Fin 2) (Fin 2) ℝ :=
  !![(M - 1 / 2) / 2, √(49 / 4 - M ^ 2) / 2; √(49 / 4 - M ^ 2) / 2, -(M + 1 / 2) / 2]
```

Its action on a vector gives the two component equations.

```lean
/-- The two components of the matrix `spinOrbit M` acting on a real vector. -/
theorem spinOrbit_apply (M : ℝ) (v : Fin 2 → ℝ) :
    (spinOrbit M *ᵥ v) 0 = (M - 1 / 2) / 2 * v 0 + √(49 / 4 - M ^ 2) / 2 * v 1 ∧
    (spinOrbit M *ᵥ v) 1 = √(49 / 4 - M ^ 2) / 2 * v 0 + -(M + 1 / 2) / 2 * v 1 := by
  constructor <;> simp [spinOrbit, Matrix.mulVec, dotProduct, Fin.sum_univ_two]
```

For any normalised real eigenvector with eigenvalue −2, `linear_combination` multiplies these equations by the amplitudes and subtracts them, as above.

```lean
/-- A normalised real eigenvector of `spinOrbit M` with eigenvalue `-2` has the squared amplitudes
`(7/2 - M)/7` and `(7/2 + M)/7`. -/
theorem weights_fiveHalves (M : ℝ) (v : Fin 2 → ℝ)
    (hv : spinOrbit M *ᵥ v = (-2 : ℝ) • v) (hn : v 0 ^ 2 + v 1 ^ 2 = 1) :
    v 0 ^ 2 = (7 / 2 - M) / 7 ∧ v 1 ^ 2 = (7 / 2 + M) / 7 := by
  have h0 := congrFun hv 0
  have h1 := congrFun hv 1
  rw [(spinOrbit_apply M v).1, Pi.smul_apply, smul_eq_mul] at h0
  rw [(spinOrbit_apply M v).2, Pi.smul_apply, smul_eq_mul] at h1
  -- the off-diagonal element drops out of the difference of the two equations
  have hx : v 0 ^ 2 = (7 / 2 - M) / 7 := by
    linear_combination (2 / 7) * v 0 * h0 - (2 / 7) * v 1 * h1 - (M - 7 / 2) / 7 * hn
  exact ⟨hx, by linear_combination hn - hx⟩
```

The eigenvalue 3/2 is handled identically.

```lean
/-- A normalised real eigenvector of `spinOrbit M` with eigenvalue `3/2` has the squared amplitudes
`(7/2 + M)/7` and `(7/2 - M)/7`. -/
theorem weights_sevenHalves (M : ℝ) (v : Fin 2 → ℝ)
    (hv : spinOrbit M *ᵥ v = (3 / 2 : ℝ) • v) (hn : v 0 ^ 2 + v 1 ^ 2 = 1) :
    v 0 ^ 2 = (7 / 2 + M) / 7 ∧ v 1 ^ 2 = (7 / 2 - M) / 7 := by
  have h0 := congrFun hv 0
  have h1 := congrFun hv 1
  rw [(spinOrbit_apply M v).1, Pi.smul_apply, smul_eq_mul] at h0
  rw [(spinOrbit_apply M v).2, Pi.smul_apply, smul_eq_mul] at h1
  have hx : v 0 ^ 2 = (7 / 2 + M) / 7 := by
    linear_combination -(2 / 7) * v 0 * h0 + (2 / 7) * v 1 * h1 + (M + 7 / 2) / 7 * hn
  exact ⟨hx, by linear_combination hn - hx⟩
```

Explicit eigenvectors exist for −7/2 ≤ M ≤ 7/2. The proof writes s as seven times the product of the two square roots and checks each component. At the endpoints the matrix formally includes an orbital with |m| = 4, which is absent from the f shell; the J = 7/2 state gives it zero weight, and J = 5/2 has no such state.

```lean
/-- For `-7/2 ≤ M ≤ 7/2`, explicit eigenvectors of the matrix `spinOrbit M` with eigenvalues `-2`
and `3/2`, and their common normalisation. -/
theorem weights_witness (M : ℝ) (h1 : -(7 / 2) ≤ M) (h2 : M ≤ 7 / 2) :
    spinOrbit M *ᵥ ![-√((7 / 2 - M) / 7), √((7 / 2 + M) / 7)]
      = (-2 : ℝ) • ![-√((7 / 2 - M) / 7), √((7 / 2 + M) / 7)] ∧
    spinOrbit M *ᵥ ![√((7 / 2 + M) / 7), √((7 / 2 - M) / 7)]
      = (3 / 2 : ℝ) • ![√((7 / 2 + M) / 7), √((7 / 2 - M) / 7)] ∧
    √((7 / 2 - M) / 7) ^ 2 + √((7 / 2 + M) / 7) ^ 2 = 1 := by
  have ha : √((7 / 2 - M) / 7) ^ 2 = (7 / 2 - M) / 7 := Real.sq_sqrt (by linarith)
  have hb : √((7 / 2 + M) / 7) ^ 2 = (7 / 2 + M) / 7 := Real.sq_sqrt (by linarith)
  have ha0 := Real.sqrt_nonneg ((7 / 2 - M) / 7)
  have hb0 := Real.sqrt_nonneg ((7 / 2 + M) / 7)
  generalize √((7 / 2 - M) / 7) = a at *
  generalize √((7 / 2 + M) / 7) = b at *
  have hs : √(49 / 4 - M ^ 2) = 7 * (a * b) := by
    have h : 49 / 4 - M ^ 2 = (7 * (a * b)) ^ 2 := by
      rw [mul_pow, mul_pow, ha, hb]; ring
    rw [h]
    exact Real.sqrt_sq (by positivity)
  refine ⟨?_, ?_, by rw [ha, hb]; ring⟩
  · ext i
    fin_cases i
    · show (spinOrbit M *ᵥ ![-a, b]) 0 = -2 * -a
      rw [(spinOrbit_apply M _).1, hs]
      show (M - 1 / 2) / 2 * -a + 7 * (a * b) / 2 * b = -2 * -a
      linear_combination 7 * a / 2 * hb
    · show (spinOrbit M *ᵥ ![-a, b]) 1 = -2 * b
      rw [(spinOrbit_apply M _).2, hs]
      show 7 * (a * b) / 2 * -a + -(M + 1 / 2) / 2 * b = -2 * b
      linear_combination -(7 * b / 2) * ha
  · ext i
    fin_cases i
    · show (spinOrbit M *ᵥ ![b, a]) 0 = 3 / 2 * b
      rw [(spinOrbit_apply M _).1, hs]
      show (M - 1 / 2) / 2 * b + 7 * (a * b) / 2 * a = 3 / 2 * b
      linear_combination 7 * b / 2 * ha
    · show (spinOrbit M *ᵥ ![b, a]) 1 = 3 / 2 * a
      rw [(spinOrbit_apply M _).2, hs]
      show 7 * (a * b) / 2 * b + -(M + 1 / 2) / 2 * a = 3 / 2 * a
      linear_combination 7 * a / 2 * hb
```

## Integrals of even polynomials and the f-orbital means

`evenMoment` collects equal powers of t in a product of two even polynomials and integrates them.

```lean
/-- Closed expression in the coefficients of two even polynomials of degree six. -/
def evenMoment (a b c d w x y z : ℝ) : ℝ :=
  2 * (a * w + (a * x + b * w) / 3 + (a * y + b * x + c * w) / 5
    + (a * z + b * y + c * x + d * w) / 7 + (b * z + c * y + d * x) / 9
    + (c * z + d * y) / 11 + d * z / 13)
```

The next theorem justifies this expression by differentiating an explicit antiderivative.

```lean
/-- The integral over `[-1, 1]` of a product of two even polynomials of degree six. -/
theorem integral_even (a b c d w x y z : ℝ) :
    ∫ t in (-1 : ℝ)..1, (a + b * t ^ 2 + c * t ^ 4 + d * t ^ 6) *
      (w + x * t ^ 2 + y * t ^ 4 + z * t ^ 6) = evenMoment a b c d w x y z := by
  have hp : ∀ (k : ℝ) (n : ℕ) (t : ℝ),
      HasDerivAt (fun s : ℝ => k * (s ^ (n + 1) / ((n : ℝ) + 1))) (k * t ^ n) t := by
    intro k n t
    have hn : (n : ℝ) + 1 ≠ 0 := by positivity
    refine (((hasDerivAt_pow (n + 1) t).div_const ((n : ℝ) + 1)).const_mul k).congr_deriv ?_
    rw [Nat.add_sub_cancel]
    push_cast
    field_simp
  -- antiderivative of the expanded product, power by power
  have h := fun t : ℝ => ((((((hp (a * w) 0 t).fun_add (hp (a * x + b * w) 2 t)).fun_add
    (hp (a * y + b * x + c * w) 4 t)).fun_add
    (hp (a * z + b * y + c * x + d * w) 6 t)).fun_add
    (hp (b * z + c * y + d * x) 8 t)).fun_add (hp (c * z + d * y) 10 t)).fun_add
    (hp (d * z) 12 t)
  have e := intervalIntegral.integral_eq_sub_of_hasDerivAt (a := (-1 : ℝ)) (b := 1)
    (fun t _ => h t) (Continuous.intervalIntegrable (by fun_prop) _ _)
  refine Eq.trans (intervalIntegral.integral_congr (fun t _ => ?_)) (e.trans ?_)
  · try dsimp only
    ring
  · unfold evenMoment
    push_cast
    ring
```

An orbital mean is then a ratio: the weighted integral over the norm.

```lean
/-- Mean of an even polynomial in an orbital whose density is an even polynomial. -/
theorem orbitalMean_eq {m : ℤ} {f : ℝ → ℝ} {a b c d w x y z : ℝ}
    (hw : ∀ t, rawDensity m t = w + x * t ^ 2 + y * t ^ 4 + z * t ^ 6)
    (hf : ∀ t, f t = a + b * t ^ 2 + c * t ^ 4 + d * t ^ 6) :
    orbitalMean m f = evenMoment a b c d w x y z / evenMoment 1 0 0 0 w x y z := by
  have hden : ∫ s in (-1 : ℝ)..1, rawDensity m s = evenMoment 1 0 0 0 w x y z := by
    rw [← integral_even]
    refine intervalIntegral.integral_congr (fun t _ => ?_)
    simp only [hw]
    ring
  unfold orbitalMean density
  rw [hden]
  simp only [← mul_div_assoc]
  rw [intervalIntegral.integral_div]
  simp only [hw, hf]
  rw [integral_even]
```

For −3 ≤ m ≤ 3, the proof expands the Legendre polynomials, splits on |m|, and evaluates the rational ratios. The first conclusion is that the density is normalised.

```lean
/-- In every f orbital the density is normalised, and the means of `2P₂`, `8P₄`, `16P₆` are `-2/45`,
`2/495`, `-4/3861` times the diagonal values of the Stevens operators at `J = 3`, `M = m`. -/
theorem orbital_equivalents (m : ℤ) (h1 : -3 ≤ m) (h2 : m ≤ 3) :
    orbitalMean m (fun _ => 1) = 1 ∧
    orbitalMean m (fun t => 2 * (legendreP 2).eval t) = -2 / 45 * O20 3 m ∧
    orbitalMean m (fun t => 8 * (legendreP 4).eval t) = 2 / 495 * O40 3 m ∧
    orbitalMean m (fun t => 16 * (legendreP 6).eval t) = -4 / 3861 * O60 3 m := by
  have e0 : ∀ t : ℝ, (1 : ℝ) = 1 + 0 * t ^ 2 + 0 * t ^ 4 + 0 * t ^ 6 := by intro t; ring
  have e2 : ∀ t : ℝ, 2 * (legendreP 2).eval t = -1 + 3 * t ^ 2 + 0 * t ^ 4 + 0 * t ^ 6 := by
    intro t; simp [legendreP]; ring
  have e4 : ∀ t : ℝ, 8 * (legendreP 4).eval t = 3 + -30 * t ^ 2 + 35 * t ^ 4 + 0 * t ^ 6 := by
    intro t; simp [legendreP]; ring
  have e6 : ∀ t : ℝ, 16 * (legendreP 6).eval t
      = -5 + 105 * t ^ 2 + -315 * t ^ 4 + 231 * t ^ 6 := by
    intro t; simp [legendreP]; ring
  have hP : legendreP 3 = C (5 / 2) * X ^ 3 - C (3 / 2) * X := by
    apply Polynomial.funext
    intro t; simp [legendreP]; ring
  have hm : m = 0 ∨ (m = 1 ∨ m = -1) ∨ (m = 2 ∨ m = -2) ∨ (m = 3 ∨ m = -3) := by omega
  -- the density depends on |m| only
  rcases hm with h | h | h | h
  · have hw : ∀ t, rawDensity m t = 0 + 9 / 4 * t ^ 2 + -30 / 4 * t ^ 4 + 25 / 4 * t ^ 6 := by
      intro t
      have hn : m.natAbs = 0 := by omega
      simp [rawDensity, hn, hP]; ring
    rw [orbitalMean_eq hw e0, orbitalMean_eq hw e2, orbitalMean_eq hw e4, orbitalMean_eq hw e6]
    subst h
    norm_num [evenMoment, O20, O40, O60]
  · have hw : ∀ t, rawDensity m t
        = 9 / 4 + -99 / 4 * t ^ 2 + 315 / 4 * t ^ 4 + -225 / 4 * t ^ 6 := by
      intro t
      have hn : m.natAbs = 1 := by omega
      simp [rawDensity, hn, hP]; ring
    rw [orbitalMean_eq hw e0, orbitalMean_eq hw e2, orbitalMean_eq hw e4, orbitalMean_eq hw e6]
    rcases h with rfl | rfl <;> norm_num [evenMoment, O20, O40, O60]
  · have hw : ∀ t, rawDensity m t = 0 + 225 * t ^ 2 + -450 * t ^ 4 + 225 * t ^ 6 := by
      intro t
      have hn : m.natAbs = 2 := by omega
      simp [rawDensity, hn, hP]; ring
    rw [orbitalMean_eq hw e0, orbitalMean_eq hw e2, orbitalMean_eq hw e4, orbitalMean_eq hw e6]
    rcases h with rfl | rfl <;> norm_num [evenMoment, O20, O40, O60]
  · have hw : ∀ t, rawDensity m t = 225 + -675 * t ^ 2 + 675 * t ^ 4 + -225 * t ^ 6 := by
      intro t
      have hn : m.natAbs = 3 := by omega
      simp [rawDensity, hn, hP]; ring
    rw [orbitalMean_eq hw e0, orbitalMean_eq hw e2, orbitalMean_eq hw e4, orbitalMean_eq hw e6]
    rcases h with rfl | rfl <;> norm_num [evenMoment, O20, O40, O60]
```

## Both multiplets, state by state

For J = 5/2, the range −3 ≤ m ≤ 2 covers all six states from M = −5/2 to 5/2. After the orbital means are substituted, `interval_cases` goes through the states and `norm_num` does the arithmetic. The last conclusion records that O₆⁰ itself vanishes.

```lean
/-- Stevens factors of Ce³⁺: for every `M` of `J = 5/2` the means of `2P₂` and `8P₄` are `-2/35` and
`2/315` times the diagonal Stevens values; the mean of `16P₆` and the diagonal value of `O₆⁰` both
vanish. -/
theorem stevens_factors_cerium (m : ℤ) (h1 : -3 ≤ m) (h2 : m ≤ 2) :
    meanFiveHalves m (fun t => 2 * (legendreP 2).eval t) = -2 / 35 * O20 (5 / 2) (totalM m) ∧
    meanFiveHalves m (fun t => 8 * (legendreP 4).eval t) = 2 / 315 * O40 (5 / 2) (totalM m) ∧
    meanFiveHalves m (fun t => 16 * (legendreP 6).eval t) = 0 ∧
    O60 (5 / 2) (totalM m) = 0 := by
  obtain ⟨-, a2, a4, a6⟩ := orbital_equivalents m h1 (by omega)
  obtain ⟨-, b2, b4, b6⟩ := orbital_equivalents (m + 1) (by omega) (by omega)
  unfold meanFiveHalves
  rw [a2, a4, a6, b2, b4, b6]
  clear a2 a4 a6 b2 b4 b6
  interval_cases m <;> norm_num [totalM, O20, O40, O60]
```

For J = 7/2 there are eight states. The two end states are treated separately, since one orbital of the pair is missing and its weight is zero.

```lean
/-- For every `M` of the multiplet `J = 7/2` of one f electron the means of `2P₂`, `8P₄`, `16P₆` are
`-2/63`, `2/1155`, `-4/27027` times the diagonal Stevens values. -/
theorem stevens_factors_sevenHalves (m : ℤ) (h1 : -4 ≤ m) (h2 : m ≤ 3) :
    meanSevenHalves m (fun t => 2 * (legendreP 2).eval t) = -2 / 63 * O20 (7 / 2) (totalM m) ∧
    meanSevenHalves m (fun t => 8 * (legendreP 4).eval t) = 2 / 1155 * O40 (7 / 2) (totalM m) ∧
    meanSevenHalves m (fun t => 16 * (legendreP 6).eval t)
      = -4 / 27027 * O60 (7 / 2) (totalM m) := by
  have hm : m = -4 ∨ m = 3 ∨ (-3 ≤ m ∧ m ≤ 2) := by omega
  unfold meanSevenHalves
  rcases hm with h | h | ⟨h3, h4⟩
  · -- M = -7/2: only the orbital m + 1 = -3 is occupied
    obtain ⟨-, b2, b4, b6⟩ := orbital_equivalents (m + 1) (by omega) (by omega)
    have hz : (7 / 2 + totalM m) / 7 = 0 := by rw [h]; norm_num [totalM]
    rw [b2, b4, b6, hz, zero_mul, zero_mul, zero_mul, h]
    norm_num [totalM, O20, O40, O60]
  · -- M = 7/2: only the orbital m = 3 is occupied
    obtain ⟨-, a2, a4, a6⟩ := orbital_equivalents m (by omega) h2
    have hz : (7 / 2 - totalM m) / 7 = 0 := by rw [h]; norm_num [totalM]
    rw [a2, a4, a6, hz, zero_mul, zero_mul, zero_mul, h]
    norm_num [totalM, O20, O40, O60]
  · obtain ⟨-, a2, a4, a6⟩ := orbital_equivalents m h3 h2
    obtain ⟨-, b2, b4, b6⟩ := orbital_equivalents (m + 1) (by omega) (by omega)
    rw [a2, a4, a6, b2, b4, b6]
    clear a2 a4 a6 b2 b4 b6 h1 h2
    interval_cases m <;> norm_num [totalM, O20, O40, O60]

end

end StevensFactorsCerium
```

```lean
#print axioms StevensFactorsCerium.weights_fiveHalves
#print axioms StevensFactorsCerium.weights_sevenHalves
#print axioms StevensFactorsCerium.stevens_factors_cerium
#print axioms StevensFactorsCerium.stevens_factors_sevenHalves
```

```
'StevensFactorsCerium.weights_fiveHalves' depends on axioms: [propext, Classical.choice, Quot.sound]
'StevensFactorsCerium.weights_sevenHalves' depends on axioms: [propext, Classical.choice, Quot.sound]
'StevensFactorsCerium.stevens_factors_cerium' depends on axioms: [propext, Classical.choice, Quot.sound]
'StevensFactorsCerium.stevens_factors_sevenHalves' depends on axioms: [propext, Classical.choice, Quot.sound]
```
